# Coordinate-step SR1 updates from zero rebuild a symmetric matrix with nonzero leading minors from triangular residuals

The symmetric rank-one (SR1) update divides by a number that can vanish, so a definition of the whole run must say what happens then. Here a zero denominator leaves the model unchanged, because Lean sets $0^{-1}=0$ and the correction disappears.

## The run and its quantities

Let $A$ be a real $n\times n$ matrix, thought of as the Hessian of a quadratic energy. Displacing coordinate $k$ by one unit, the step $e_k$, changes the gradient by $Ae_k$. Indices run from $0$ to $n-1$, as in `Fin n`, and `Pi.single k 1` is $e_k$.

```lean
import Mathlib

open Matrix

namespace SymmetricRankOne

noncomputable section

variable {n : ℕ}
```

Given a model Hessian $B$, a step $s$ and a response $y$, the update is

$$B' = B+\frac{rr^{T}}{r\cdot s},\qquad r=y-Bs.$$

```lean
/-- The symmetric rank-one update of a Hessian model `B` from a step `s` and a response `y`. -/
def sr1Update (B : Matrix (Fin n) (Fin n) ℝ) (s y : Fin n → ℝ) : Matrix (Fin n) (Fin n) ℝ :=
  B + ((y - B *ᵥ s) ⬝ᵥ s)⁻¹ • vecMulVec (y - B *ᵥ s) (y - B *ᵥ s)
```

The model after $k$ updates is $B_k$, with $B_0=0$. Step $k$ uses $s=e_k$ and $y=Ae_k$.

```lean
/-- The Hessian model after `k` updates, started from zero, with the coordinate vectors as
steps and their images under `A` as responses; it stays constant after `n` updates. -/
def model (A : Matrix (Fin n) (Fin n) ℝ) : ℕ → Matrix (Fin n) (Fin n) ℝ
  | 0 => 0
  | k + 1 =>
    if h : k < n then
      sr1Update (model A k) (Pi.single ⟨k, h⟩ 1) (A *ᵥ Pi.single ⟨k, h⟩ 1)
    else model A k
```

The residual $r_k=Ae_k-B_ke_k$ is the part of the response that the current model misses.

```lean
/-- The secant residual at step `k`: true response minus the response of the current model. -/
def residual (A : Matrix (Fin n) (Fin n) ℝ) (k : Fin n) : Fin n → ℝ :=
  A *ᵥ Pi.single k 1 - model A k *ᵥ Pi.single k 1
```

The denominator is $d_k=r_k\cdot e_k$.

```lean
/-- The denominator of the update at step `k`: the residual dotted with the step. -/
def denominator (A : Matrix (Fin n) (Fin n) ℝ) (k : Fin n) : ℝ :=
  residual A k ⬝ᵥ Pi.single k 1
```

The leading minor $\Delta_k$ is the determinant of the top-left $k\times k$ block, with $\Delta_0=1$ for the empty block. In Lean it also takes a proof `hk` that $k\le n$.

```lean
/-- The determinant of the top-left `k` by `k` block. -/
def leadingMinor (A : Matrix (Fin n) (Fin n) ℝ) (k : ℕ) (hk : k ≤ n) : ℝ :=
  (A.submatrix (Fin.castLE hk) (Fin.castLE hk)).det
```

Parts (f), (g) and (i) to (l) assume that $A$ is symmetric (`A.IsSymm`), and (k) and (l) also that every $\Delta_k$ is nonzero. Physically, the second condition says that no nonzero displacement of the first $k$ coordinates alone leaves all $k$ of their gradient components unchanged. Positive definite Hessians satisfy it, and so do many saddle-point Hessians. The full Cartesian Hessian of an isolated molecule does not: a rigid translation leaves the gradient unchanged, so $\Delta_n=0$.

For geometry optimisation, the results describe how SR1 learns a Hessian on an exactly quadratic energy surface probed one coordinate at a time. Arithmetic is exact, so small but nonzero denominators raise no difficulty here, and general step directions are not treated.

## (a) The response to a coordinate step

Show that the response to $e_k$ is a column of $A$:

$$(Ae_k)_i=A_{ik}.$$

**Solution.** $(Ae_k)_i=\sum_j A_{ij}\delta_{jk}=A_{ik}$.

```lean
variable (A : Matrix (Fin n) (Fin n) ℝ)

private lemma mulVec_coord (k i : Fin n) : (A *ᵥ Pi.single k 1) i = A i k := by
  simp
```

## (b) Entries of the residual

Show that

$$(r_k)_i=A_{ik}-(B_k)_{ik}.$$

**Solution.** Apply (a) to $A$ and to $B_k$, and subtract.

```lean
private lemma residual_apply (k i : Fin n) : residual A k i = A i k - model A k i k := by
  rw [residual, Pi.sub_apply, mulVec_coord, mulVec_coord]
```

## (c) The denominator as an entry

Show that

$$d_k=(r_k)_k.$$

**Solution.** The dot product with $e_k$ selects entry $k$.

```lean
private lemma denominator_eq (k : Fin n) : denominator A k = residual A k k := by
  simp [denominator]
```

## (d) One update, entry by entry

For $k<n$, show that

$$(B_{k+1})_{ij}=(B_k)_{ij}+\frac{(r_k)_i(r_k)_j}{d_k}.$$

**Solution.** With $s=e_k$ and $y=Ae_k$, the vector $y-B_ks$ is $r_k$ and its product with $s$ is $d_k$. Entry $(i,j)$ of $r_kr_k^T$ is $(r_k)_i(r_k)_j$. In the proof, `change` makes the same identification and `ring` rearranges the quotient.

```lean
private lemma model_succ (k : ℕ) (h : k < n) (i j : Fin n) :
    model A (k + 1) i j = model A k i j +
      residual A ⟨k, h⟩ i * residual A ⟨k, h⟩ j / denominator A ⟨k, h⟩ := by
  rw [model, dif_pos h]
  simp only [sr1Update, Matrix.add_apply, Matrix.smul_apply, vecMulVec_apply, smul_eq_mul]
  change model A k i j + (denominator A ⟨k, h⟩)⁻¹ *
    (residual A ⟨k, h⟩ i * residual A ⟨k, h⟩ j) = _
  ring
```

## (e) Symmetry of the model

For $k\le n$ and any $A$, symmetric or not, show that

$$(B_k)_{ij}=(B_k)_{ji}.$$

**Solution.** The zero matrix is symmetric, and the correction in (d) is unchanged when $i$ and $j$ are exchanged. Induction on $k$ finishes the argument.

```lean
private lemma model_symm (k : ℕ) (hk : k ≤ n) :
    ∀ i j : Fin n, model A k i j = model A k j i := by
  induction k with
  | zero => intro i j; simp [model]
  | succ k ih =>
    intro i j
    rw [model_succ A k hk i j, model_succ A k hk j i, ih (by omega) i j]
    ring
```

## (f) Earlier columns are remembered

Let $A$ be symmetric, $k\le n$, and $d_0,\dots,d_{k-1}$ nonzero. Show that the model has learned the first $k$ columns:

$$(B_k)_{ij}=A_{ij}\qquad\text{for } j<k.$$

**Solution.** For $k=0$ there are no columns to check. Assume the claim for $k$ and consider column $j\le k$ of $B_{k+1}$.

If $j<k$, the symmetry of $B_k$, the induction hypothesis and the symmetry of $A$ give

$$(r_k)_j=A_{jk}-(B_k)_{jk}=A_{jk}-(B_k)_{kj}=A_{jk}-A_{kj}=0.$$

The correction therefore leaves column $j$ alone. If $j=k$, then $(r_k)_k=d_k\ne0$ cancels the denominator, and

$$(B_{k+1})_{ik}=(B_k)_{ik}+(r_k)_i=A_{ik}.$$

The `rcases` line separates these two cases.

```lean
/-- Hereditary secant condition: for symmetric `A`, if the first `k` denominators are nonzero,
the model after `k` updates agrees with `A` in its first `k` columns. -/
theorem hereditary_secant (hA : A.IsSymm) (k : ℕ) (hk : k ≤ n)
    (hd : ∀ j : Fin n, (j : ℕ) < k → denominator A j ≠ 0) :
    ∀ i j : Fin n, (j : ℕ) < k → model A k i j = A i j := by
  induction k with
  | zero => intro i j hj; omega
  | succ k ih =>
    intro i j hj
    have ih' := ih (by omega) (fun j hj => hd j (by omega))
    rw [model_succ A k hk]
    rcases Nat.lt_or_eq_of_le (Nat.le_of_lt_succ hj) with h | h
    · -- an old column: the new residual has no component there
      have hr : residual A ⟨k, hk⟩ j = 0 := by
        rw [residual_apply]
        change A j ⟨k, hk⟩ - model A k j ⟨k, hk⟩ = 0
        rw [model_symm A k (by omega) j, ih' _ j h, hA.apply, sub_self]
      rw [hr, mul_zero, zero_div, add_zero, ih' i j h]
    · -- the new column: the update enforces the secant condition
      obtain rfl : j = ⟨k, hk⟩ := Fin.ext h
      have hne := hd ⟨k, hk⟩ (Nat.lt_succ_self k)
      rw [denominator_eq] at hne ⊢
      rw [mul_div_assoc, div_self hne, mul_one, residual_apply]
      change model A k i ⟨k, hk⟩ + (A i ⟨k, hk⟩ - model A k i ⟨k, hk⟩) = _
      ring
```

## (g) Early entries of the residual

Let $A$ be symmetric, with the denominators before step $k$ nonzero. Show that

$$(r_k)_i=0\qquad\text{for } i<k.$$

**Solution.** By (b), (e) and (f), $(r_k)_i=A_{ik}-(B_k)_{ki}=A_{ik}-A_{ki}=0$. The rewrites in the proof follow this chain.

```lean
/-- For symmetric `A`, if the denominators before step `k` are nonzero, the residual at step `k`
vanishes in every entry before `k`. -/
theorem residual_eq_zero (hA : A.IsSymm) (k : Fin n)
    (hd : ∀ j : Fin n, j < k → denominator A j ≠ 0) (i : Fin n) (hi : i < k) :
    residual A k i = 0 := by
  rw [residual_apply, model_symm A k k.isLt.le i k,
    hereditary_secant A hA k k.isLt.le (fun j hj => hd j hj) k i hi, hA.apply, sub_self]
```

## (h) Where the model's columns come from

For any $A$, any $k\le n$ and each column $j$, find a vector $w$ with

$$B_ke_j=Aw,\qquad w_l=0\ \text{ for } l\ge k.$$

**Solution.** For $k=0$ take $w=0$. For the induction step, let $w$ serve column $j$ of $B_k$ and let $u$ serve column $k$. Then $r_k=A(e_k-u)$, and (d) gives

$$B_{k+1}e_j=A\Big[w+\frac{(r_k)_j}{d_k}(e_k-u)\Big].$$

The bracket vanishes from index $k+1$ onwards. It is the vector supplied to `refine`, which leaves the equation and the support to be checked.

```lean
/-- Every column of the model after `k` updates is the image under `A` of a vector supported on
the first `k` coordinates. -/
theorem model_column (k : ℕ) (hk : k ≤ n) : ∀ j : Fin n, ∃ w : Fin n → ℝ,
    (∀ i, model A k i j = (A *ᵥ w) i) ∧ ∀ l : Fin n, k ≤ (l : ℕ) → w l = 0 := by
  induction k with
  | zero => intro j; exact ⟨0, by simp [model], by simp⟩
  | succ k ih =>
    intro j
    obtain ⟨w, hw, hw0⟩ := ih (by omega) j
    obtain ⟨u, hu, hu0⟩ := ih (by omega) ⟨k, hk⟩
    refine ⟨w + (residual A ⟨k, hk⟩ j / denominator A ⟨k, hk⟩) •
      (Pi.single ⟨k, hk⟩ 1 - u), fun i => ?_, fun l hl => ?_⟩
    · have hr : residual A ⟨k, hk⟩ i = A i ⟨k, hk⟩ - model A k i ⟨k, hk⟩ :=
        residual_apply A _ i
      rw [model_succ A k hk, Matrix.mulVec_add, Matrix.mulVec_smul, Matrix.mulVec_sub,
        Pi.add_apply, Pi.smul_apply, Pi.sub_apply, ← hw, ← hu, mulVec_coord, smul_eq_mul, ← hr]
      ring
    · have hne : l ≠ ⟨k, hk⟩ := fun h => by simp [h] at hl
      simp [hw0 l (by omega), hu0 l (by omega), Pi.single_eq_of_ne hne]
```

## (i) From one minor to the next

Let $A$ be symmetric, with the denominators before step $k$ nonzero. Show that

$$\Delta_{k+1}=d_k\,\Delta_k.$$

**Solution.** Take $u$ from (h) for column $k$ of $B_k$ and put $v=e_k-u$. Then $Av=r_k$, $v_k=1$, and $v_l=0$ for $l>k$.

Let $M$ be the top-left block of size $k+1$, and $\hat v$ the first $k+1$ entries of $v$. The omitted entries of $v$ are zero, so $M\hat v$ consists of the first $k+1$ entries of $r_k$ (`hblock`). By (g) and (c) only the last of these can be nonzero (`hMv`):

$$M\hat v=d_k\,\hat e_k,$$

where $\hat e_k$ is the last unit vector of length $k+1$. Multiply by the adjugate and use $\operatorname{adj}(M)M=\det(M)\,I$:

$$\det(M)\,\hat v=d_k\operatorname{adj}(M)\,\hat e_k.$$

The last entry on the left is $\det M=\Delta_{k+1}$, because $v_k=1$ (`h1`). On the right, $\operatorname{adj}(M)_{kk}$ is the cofactor obtained by deleting the last row and column, with positive sign, so it equals $\Delta_k$ (`h3`). The argument never inverts $M$, which may be singular.

```lean
/-- For symmetric `A`, if the denominators before step `k` are nonzero, the next leading minor
is the denominator at step `k` times the current leading minor. -/
theorem leadingMinor_succ (hA : A.IsSymm) (k : Fin n)
    (hd : ∀ j : Fin n, j < k → denominator A j ≠ 0) :
    leadingMinor A (k + 1) k.isLt = denominator A k * leadingMinor A k k.isLt.le := by
  obtain ⟨u, hu, hu0⟩ := model_column A k k.isLt.le k
  have hc : (k : ℕ) + 1 ≤ n := k.isLt
  -- the residual is `A v`, with `v` equal to one at `k` and zero after `k`
  obtain ⟨v, hv⟩ : ∃ v : Fin n → ℝ, v = Pi.single k 1 - u := ⟨_, rfl⟩
  have hres : ∀ i, (A *ᵥ v) i = residual A k i := fun i => by
    rw [hv, Matrix.mulVec_sub, Pi.sub_apply, ← hu, mulVec_coord, residual_apply]
  have hvk : v k = 1 := by simp [hv, hu0 k le_rfl]
  have hv0 : ∀ l : Fin n, k < l → v l = 0 := fun l hl => by
    have h1 : u l = 0 := hu0 l (le_of_lt hl)
    simp [hv, h1, Pi.single_eq_of_ne hl.ne']
  have hlast : Fin.castLE hc (Fin.last k) = k := Fin.ext rfl
  obtain ⟨M, hM⟩ : ∃ M : Matrix (Fin (k + 1)) (Fin (k + 1)) ℝ,
    M = A.submatrix (Fin.castLE hc) (Fin.castLE hc) := ⟨_, rfl⟩
  -- restriction to the leading block loses nothing
  have hblock : ∀ i, (M *ᵥ fun a => v (Fin.castLE hc a)) i
      = residual A k (Fin.castLE hc i) := fun i => by
    rw [← hres, hM]
    refine Fintype.sum_of_injective (Fin.castLE hc) (Fin.castLE_injective hc) _ _ ?_
      (fun _ => rfl)
    intro l hl
    have hkl : k < l := by
      by_contra hcon
      have h2 : (l : ℕ) ≤ k := not_lt.mp hcon
      exact hl ⟨⟨l, by omega⟩, Fin.ext rfl⟩
    change A _ l * v l = 0
    rw [hv0 l hkl, mul_zero]
  have hMv : (M *ᵥ fun a => v (Fin.castLE hc a))
      = Pi.single (Fin.last (k : ℕ)) (denominator A k) := by
    funext i
    rw [hblock]
    refine Fin.lastCases ?_ (fun i => ?_) i
    · rw [hlast, Pi.single_eq_same, denominator_eq]
    · rw [Pi.single_eq_of_ne (Fin.castSucc_lt_last i).ne]
      exact residual_eq_zero A hA k hd _ i.isLt
  -- apply the adjugate and read off the last entry
  have h1 : (M.adjugate *ᵥ (M *ᵥ fun a => v (Fin.castLE hc a))) (Fin.last k) = M.det := by
    rw [Matrix.mulVec_mulVec, Matrix.adjugate_mul, Matrix.smul_mulVec, Matrix.one_mulVec,
      Pi.smul_apply, smul_eq_mul, hlast, hvk, mul_one]
  have h3 : M.adjugate (Fin.last k) (Fin.last k) = leadingMinor A k k.isLt.le := by
    rw [Matrix.adjugate_fin_succ_eq_det_submatrix, Even.neg_one_pow ⟨_, rfl⟩, one_mul, hM]
    simp only [Fin.succAbove_last]
    rfl
  rw [hMv] at h1
  simp only [Matrix.mulVec, dotProduct_single] at h1
  rw [h3, hM] at h1
  rw [mul_comm]
  exact h1.symm
```

## (j) When the run meets no zero denominator

For symmetric $A$, show that

$$d_k\ne0\ \text{ for all } k<n\iff\Delta_k\ne0\ \text{ for all } k\le n.$$

**Solution.** If all denominators are nonzero, start from $\Delta_0=1$ and multiply up with (i). Conversely, suppose that all minors are nonzero and that the denominators before step $k$ are nonzero. If $d_k$ were zero, (i) would give $\Delta_{k+1}=0$, a contradiction. Strong induction supplies the assumption about earlier steps.

```lean
/-- For symmetric `A`, all update denominators are nonzero exactly when all leading principal
minors of `A` are nonzero. -/
theorem denominators_ne_zero_iff (hA : A.IsSymm) :
    (∀ k, denominator A k ≠ 0) ↔ ∀ (k : ℕ) (hk : k ≤ n), leadingMinor A k hk ≠ 0 := by
  constructor
  · intro hd k
    induction k with
    | zero => intro hk; simp [leadingMinor]
    | succ k ih =>
      intro hk
      have h := leadingMinor_succ A hA ⟨k, hk⟩ (fun j _ => hd j)
      exact fun h0 => mul_ne_zero (hd ⟨k, hk⟩) (ih (by omega)) (h.symm.trans h0)
  · intro hm
    have key : ∀ (k : ℕ) (h : k < n), denominator A ⟨k, h⟩ ≠ 0 := by
      intro k
      induction k using Nat.strong_induction_on with
      | _ k ih =>
        intro h h0
        have hs := leadingMinor_succ A hA ⟨k, h⟩ (fun j hj => ih j hj j.isLt)
        rw [h0, zero_mul] at hs
        exact hm (k + 1) h hs
    exact fun k => key k k.isLt
```

## (k) Denominators and residuals together

Let $A$ be symmetric with all leading minors nonzero. For every $k<n$, show that

$$d_k\ne0,\qquad d_k=\frac{\Delta_{k+1}}{\Delta_k},\qquad (r_k)_i=0\ \text{ for } i<k.$$

**Solution.** Part (j) gives the first claim for every step, which makes (i) and (g) available. Dividing (i) by $\Delta_k\ne0$ gives the second claim, and (g) is the third. The division is the step `eq_div_iff`.

```lean
/-- For symmetric `A` with nonzero leading principal minors, each update denominator is nonzero
and is the ratio of consecutive leading minors, and each residual vanishes before its own step
index. -/
theorem sr1_triangular (hA : A.IsSymm)
    (hm : ∀ (k : ℕ) (hk : k ≤ n), leadingMinor A k hk ≠ 0) (k : Fin n) :
    denominator A k ≠ 0 ∧
    denominator A k = leadingMinor A (k + 1) k.isLt / leadingMinor A k k.isLt.le ∧
    ∀ i < k, residual A k i = 0 := by
  have hd := (denominators_ne_zero_iff A hA).mpr hm
  refine ⟨hd k, ?_, residual_eq_zero A hA k (fun j _ => hd j)⟩
  rw [eq_div_iff (hm k k.isLt.le)]
  exact (leadingMinor_succ A hA k (fun j _ => hd j)).symm
```

## (l) The end of the run

Under the same hypotheses, show that

$$B_n=A.$$

**Solution.** By (j) no denominator vanishes, so (f) with $k=n$ covers every column.

```lean
/-- For symmetric `A` with nonzero leading principal minors, the model equals `A` after `n`
updates. -/
theorem sr1_terminates (hA : A.IsSymm)
    (hm : ∀ (k : ℕ) (hk : k ≤ n), leadingMinor A k hk ≠ 0) : model A n = A := by
  ext i j
  exact hereditary_secant A hA n le_rfl
    (fun j _ => (denominators_ne_zero_iff A hA).mpr hm j) i j j.isLt
```

Summing (d) from $B_0=0$ now gives $A=\sum_k r_kr_k^T/d_k$. With $L$ the matrix whose columns are $r_k/d_k$ and $D=\operatorname{diag}(d_k)$, this reads $A=LDL^T$, where $L$ is lower triangular with unit diagonal. The theorems provide the ingredients of this factorisation, while its assembly into one matrix identity is a remark made here.

### A saddle with two coordinates

Take $A=\begin{pmatrix}2&4\\4&5\end{pmatrix}$, with $\Delta_0=1$, $\Delta_1=2$, $\Delta_2=-6$. The first step gives

$$r_0=\begin{pmatrix}2\\4\end{pmatrix},\quad d_0=2,\quad B_1=\begin{pmatrix}2&4\\4&8\end{pmatrix}.$$

The second gives

$$r_1=\begin{pmatrix}4\\5\end{pmatrix}-\begin{pmatrix}4\\8\end{pmatrix}=\begin{pmatrix}0\\-3\end{pmatrix},\quad d_1=-3.$$

The denominators are $2/1$ and $-6/2$. The last correction adds $9/(-3)=-3$ to the lower right entry, and $8-3=5$ restores $A$.

## (m) An invertible matrix that stops the first update

For $A=\begin{pmatrix}0&1\\1&0\end{pmatrix}$, show that

$$\det A=-1,\qquad d_0=0.$$

**Solution.** The determinant is $0\cdot0-1\cdot1=-1$. Since $B_0=0$, parts (b) and (c) give $d_0=A_{00}=0$. Invertibility of $A$ is therefore too weak a hypothesis for (k). This $A$ is the Hessian of the energy $x_0x_1$, which has no curvature along either coordinate axis.

```lean
/-- The symmetric exchange matrix has determinant minus one, yet its first update denominator
is zero. -/
theorem exchange_breakdown :
    (!![0, 1; 1, 0] : Matrix (Fin 2) (Fin 2) ℝ).det = -1 ∧
    denominator (!![0, 1; 1, 0] : Matrix (Fin 2) (Fin 2) ℝ) 0 = 0 := by
  constructor
  · simp [Matrix.det_fin_two]
  · rw [denominator_eq, residual_apply]
    simp [model]

end

end SymmetricRankOne
```

```lean
#print axioms SymmetricRankOne.sr1_triangular
-- 'SymmetricRankOne.sr1_triangular' depends on axioms: [propext, Classical.choice, Quot.sound]
#print axioms SymmetricRankOne.sr1_terminates
-- 'SymmetricRankOne.sr1_terminates' depends on axioms: [propext, Classical.choice, Quot.sound]
#print axioms SymmetricRankOne.exchange_breakdown
-- 'SymmetricRankOne.exchange_breakdown' depends on axioms: [propext, Classical.choice, Quot.sound]
```
